# If Re χ is symmetric, linear polarisations suffice to test for nonnegative absorption

**Q:** I have computed a susceptibility tensor χ in Cartesian components at one frequency and want to rule out gain. I diagonalise the symmetric part of Im χ, find no negative eigenvalue, and report the medium as passive for every polarisation. But that check only covers real field amplitudes. What entitles me to include elliptical ones?

**A:** Symmetry of Re χ does. Write I for the imaginary unit, since i and j will label components, and split the amplitude as E = a + I b with a and b real. For time dependence exp(−Iωt) with ω > 0, the absorbed power is, up to a positive factor,

A(E) = Im ⟨E, χE⟩ = Im Σ_i Σ_j E_i* χ_ij E_j.

The field products are

E_i* E_j = (a_i a_j + b_i b_j) + I (a_i b_j − b_i a_j).

Multiplying by χ_ij and taking the imaginary part gives

A(E) = Σ_i Σ_j [ Im χ_ij (a_i a_j + b_i b_j) + Re χ_ij (a_i b_j − b_i a_j) ].

The Im χ terms are the absorptions of a and b taken separately, so

A(a + I b) = A(a) + A(b) + G(a, b),
G(a, b) = Σ_i Σ_j Re χ_ij (a_i b_j − b_i a_j).

Now exchange the names i and j in G. The bracket changes sign and, if Re χ is symmetric, the coefficient does not. Hence G = −G, so G = 0. What remains is a sum of two linear-polarisation absorptions, each nonnegative by your check.

**Q:** Does the formal version speak about the same quantities?

**A:** The index type `n` is any finite set of components, for example the Cartesian axes.

```lean
import Mathlib

open Matrix

namespace LinearPolarisationTest

noncomputable section

variable {n : Type*} [Fintype n]
```

The absorption is the imaginary part of the inner product, with the conjugate on the left factor.

```lean
/-- The absorbed power `Im ⟨E, χ E⟩` of a field amplitude `E` in a medium of susceptibility `χ`,
up to a positive factor. -/
def absorption (χ : Matrix n n ℂ) (E : n → ℂ) : ℝ :=
  (star E ⬝ᵥ (χ *ᵥ E)).im
```

**Q:** Why is a positive value absorption and not gain?

**A:** That is the convention for time dependence exp(−Iωt) with ω > 0, where the cycle-averaged power delivered to the polarisation is a positive multiple of Im ⟨E, χE⟩. With the opposite time convention the sign flips. The file fixes the expression; its identification with power is physics that you supply.

In Cartesian components, a linearly polarised field is taken to have a real amplitude vector. An overall phase would leave the absorption unchanged.

```lean
/-- A linearly polarised field: all components of the amplitude are real. -/
def linearField (a : n → ℝ) : n → ℂ := fun i => (a i : ℂ)
```

A general field has an in-phase part a and a quadrature part b. The docstrings write i for the imaginary unit.

```lean
/-- The field `a + i b`, with in-phase part `a` and quadrature part `b`. -/
def ellipticField (a b : n → ℝ) : n → ℂ := fun i => (a i : ℂ) + (b i : ℂ) * Complex.I
```

The cross term G is called `gyration`.

```lean
/-- The gyrotropic cross term `a · (Re χ) b - b · (Re χ) a` between the two quadratures. -/
def gyration (χ : Matrix n n ℂ) (a b : n → ℝ) : ℝ :=
  ∑ i, ∑ j, (χ i j).re * (a i * b j - b i * a j)
```

**Q:** Where is the double sum established?

**A:** In the next lemma, for an arbitrary E. It expands the matrix product, compares the sums term by term, and leaves an identity in real and imaginary parts for `ring`.

```lean
/-- The absorption written out in the real and imaginary parts of the susceptibility and of
the field. -/
theorem absorption_eq_sum (χ : Matrix n n ℂ) (E : n → ℂ) :
    absorption χ E = ∑ i, ∑ j,
      ((χ i j).im * ((E i).re * (E j).re + (E i).im * (E j).im)
        + (χ i j).re * ((E i).re * (E j).im - (E i).im * (E j).re)) := by
  simp only [absorption, dotProduct, Matrix.mulVec, Finset.mul_sum, Complex.im_sum]
  refine Finset.sum_congr rfl fun i _ => Finset.sum_congr rfl fun j _ => ?_
  simp only [Pi.star_apply, Complex.star_def, Complex.mul_im, Complex.mul_re,
    Complex.conj_re, Complex.conj_im]
  ring
```

Applying that formula to all three absorptions gives the split into A(a), A(b) and G, again term by term.

```lean
/-- The absorption of `a + i b` is the sum of the absorptions of the linearly polarised fields
`a` and `b` and the gyrotropic cross term. -/
theorem absorption_ellipticField (χ : Matrix n n ℂ) (a b : n → ℝ) :
    absorption χ (ellipticField a b) =
      absorption χ (linearField a) + absorption χ (linearField b) + gyration χ a b := by
  simp only [absorption_eq_sum, gyration, ← Finset.sum_add_distrib]
  refine Finset.sum_congr rfl fun i _ => Finset.sum_congr rfl fun j _ => ?_
  simp only [ellipticField, linearField, Complex.add_re, Complex.add_im, Complex.mul_re,
    Complex.mul_im, Complex.ofReal_re, Complex.ofReal_im, Complex.I_re, Complex.I_im]
  ring
```

**Q:** And the renaming of indices? By hand it is a gesture; what is it in Lean?

**A:** It is `Finset.sum_comm`, the device on which the proof turns. It says that two finite sums may be taken in either order:

Σ_i Σ_j f(i, j) = Σ_j Σ_i f(i, j).

The names of summation variables carry no meaning in Lean, so the renaming itself is free. After the swap, `Finset.sum_congr` pairs the outer variable of one side with the outer variable of the other. The term with coefficient Re χ_ji is thereby compared with minus the term with coefficient Re χ_ij. The hypothesis `hχ j i` makes the coefficients equal, `ring` checks the sign, and `linarith` concludes from G = −G that G is zero.

```lean
/-- The gyrotropic cross term vanishes when the real part of the susceptibility is symmetric. -/
theorem gyration_eq_zero (χ : Matrix n n ℂ) (hχ : ∀ i j, (χ i j).re = (χ j i).re)
    (a b : n → ℝ) : gyration χ a b = 0 := by
  -- exchanging the two summation indices reverses the sign
  have h : gyration χ a b = -gyration χ a b := by
    calc gyration χ a b = ∑ j, ∑ i, (χ i j).re * (a i * b j - b i * a j) :=
          Finset.sum_comm
      _ = -gyration χ a b := by
          simp only [gyration, ← Finset.sum_neg_distrib]
          refine Finset.sum_congr rfl fun i _ => Finset.sum_congr rfl fun j _ => ?_
          rw [hχ j i]
          ring
  linarith
```

**Q:** So the main theorem is my passivity check?

**A:** Yes, as an equivalence: given symmetric Re χ, absorption is nonnegative for all real fields exactly when it is nonnegative for all complex ones. The proof takes a and b to be the real and imaginary parts of E, removes G, and adds two nonnegative numbers. The converse is immediate, because real fields are among the complex ones.

```lean
/-- Linear-polarisation test: if the real part of the susceptibility is symmetric, absorption is
nonnegative for all linearly polarised fields exactly when it is so for all complex fields. -/
theorem linear_polarisation_test (χ : Matrix n n ℂ)
    (hχ : ∀ i j, (χ i j).re = (χ j i).re) :
    (∀ a : n → ℝ, 0 ≤ absorption χ (linearField a)) ↔ ∀ E : n → ℂ, 0 ≤ absorption χ E := by
  constructor
  · intro h E
    -- split the field into its two quadratures
    have hE : E = ellipticField (fun i => (E i).re) (fun i => (E i).im) := by
      funext i
      exact (Complex.re_add_im (E i)).symm
    rw [hE, absorption_ellipticField, gyration_eq_zero χ hχ, add_zero]
    exact add_nonneg (h _) (h _)
  · intro h a
    exact h _
```

**Q:** I would have assumed reciprocity, χᵀ = χ. Is your hypothesis really weaker?

**A:** It is. A lossless Faraday medium has Hermitian χ, whose real part is symmetric while its imaginary part is antisymmetric. It is not reciprocal, yet the test applies. Reciprocity is the special case in which both parts are symmetric:

```lean
/-- For a symmetric complex susceptibility, nonnegative absorption of all linearly polarised
fields implies nonnegative absorption of every complex field. -/
theorem absorption_nonneg_of_symmetric (χ : Matrix n n ℂ) (hχ : χᵀ = χ)
    (h : ∀ a : n → ℝ, 0 ≤ absorption χ (linearField a)) (E : n → ℂ) :
    0 ≤ absorption χ E := by
  refine (linear_polarisation_test χ fun i j => ?_).1 h E
  have hij : χ j i = χ i j := congrFun (congrFun hχ i) j
  rw [hij]
```

Either symmetry is assumed here, not derived from a microscopic model. In simulation practice, the theorem therefore supports your shortcut for a finite linear-response tensor at one frequency, once you have checked that its real part is symmetric. It says nothing about causality or about nonlinear response.

**Q:** Could the condition on Re χ be relaxed further?

**A:** Not when every linear polarisation is lossless. Then A(a + I b) = G(a, b). Take a to be the unit vector along axis i and b the unit vector along axis j:

G = Re χ_ij − Re χ_ji.

Passivity makes this nonnegative, and exchanging the axes gives the reverse inequality, so the two entries are equal. In the code the unit vectors are `Pi.single i 1` and `Pi.single j 1`, and `le_antisymm` joins the inequalities. If the linear polarisations do absorb, their losses can outweigh a small cross term, so symmetry is not necessary in general.

```lean
/-- If no linearly polarised field is absorbed or amplified, then absorption is nonnegative for
all complex fields exactly when the real part of the susceptibility is symmetric. -/
theorem passive_iff_of_linear_lossless (χ : Matrix n n ℂ)
    (h0 : ∀ a : n → ℝ, absorption χ (linearField a) = 0) :
    (∀ E : n → ℂ, 0 ≤ absorption χ E) ↔ ∀ i j, (χ i j).re = (χ j i).re := by
  classical
  constructor
  · intro h
    -- unit fields along axes i and j, a quarter period apart
    have key : ∀ i j, (χ j i).re ≤ (χ i j).re := by
      intro i j
      have h1 := h (ellipticField (Pi.single i 1) (Pi.single j 1))
      rw [absorption_ellipticField, h0, h0] at h1
      have h2 : gyration χ (Pi.single i 1) (Pi.single j 1) = (χ i j).re - (χ j i).re := by
        simp [gyration, mul_sub, Finset.sum_sub_distrib, Pi.single_apply]
      rw [h2] at h1
      linarith
    intro i j
    exact le_antisymm (key j i) (key i j)
  · intro hχ
    exact (linear_polarisation_test χ hχ).1 fun a => (h0 a).ge
```

**Q:** Show me a medium that fools the linear test.

**A:** Take two components and a real antisymmetric χ.

```lean
/-- The antisymmetric real susceptibility `[[0, 1], [-1, 0]]`. -/
def gyrotropic : Matrix (Fin 2) (Fin 2) ℂ := !![0, 1; -1, 0]
```

For a real field with components a₀ and a₁, the inner product is a₀a₁ − a₁a₀ = 0, so nothing is absorbed or amplified. For E = (1, −I), however, χE = (−I, −1), and

⟨E, χE⟩ = 1·(−I) + I·(−1) = −2I.

The absorption is −2, which is gain. The opposite circular field (1, I) gives +2. Normalised to unit length, the two fields give −1 and +1. A linear polarisation is an equal-weight superposition of both circular ones, and here the gain of one balances the loss of the other. The Lean proof inserts the fields into the double sum and evaluates it.

```lean
/-- In the medium `[[0, 1], [-1, 0]]` every linearly polarised field has zero absorption, while
the circular fields `(1, -i)` and `(1, i)` have absorption `-2` and `2`. -/
theorem gyrotropic_counterexample :
    (∀ a : Fin 2 → ℝ, absorption gyrotropic (linearField a) = 0) ∧
      absorption gyrotropic ![1, -Complex.I] = -2 ∧
      absorption gyrotropic ![1, Complex.I] = 2 := by
  refine ⟨fun a => ?_, ?_, ?_⟩
  · rw [absorption_eq_sum]
    simp [Fin.sum_univ_two, gyrotropic, linearField]
  · rw [absorption_eq_sum]
    norm_num [Fin.sum_univ_two, gyrotropic]
  · rw [absorption_eq_sum]
    norm_num [Fin.sum_univ_two, gyrotropic]

end

end LinearPolarisationTest
```

```lean
#print axioms LinearPolarisationTest.linear_polarisation_test
#print axioms LinearPolarisationTest.absorption_nonneg_of_symmetric
#print axioms LinearPolarisationTest.passive_iff_of_linear_lossless
#print axioms LinearPolarisationTest.gyrotropic_counterexample
```

```
'LinearPolarisationTest.linear_polarisation_test' depends on axioms: [propext, Classical.choice, Quot.sound]
'LinearPolarisationTest.absorption_nonneg_of_symmetric' depends on axioms: [propext, Classical.choice, Quot.sound]
'LinearPolarisationTest.passive_iff_of_linear_lossless' depends on axioms: [propext, Classical.choice, Quot.sound]
'LinearPolarisationTest.gyrotropic_counterexample' depends on axioms: [propext, Classical.choice, Quot.sound]
```
